# The forward-difference kinetic energy of a normalised one-dimensional Gaussian lies below a/2, by a²h²/8 to leading order

When the kinetic energy of an electron in a Gaussian orbital is computed from finite differences, both the derivative and the integral may be approximated; the model here approximates the derivative and keeps the integral over the whole line. The error is then due to the step h alone. In atomic units (ħ = m = 1), for an exponent a > 0 and a step h ≠ 0, the orbital and the two energies are

g(x) = (2a/π)^(1/4) exp(−a x²)

T = −½ ∫ g g″ dx

T_h = ½ ∫ ((g(x+h) − g(x))/h)² dx

```lean
import Mathlib

open MeasureTheory Filter Topology

namespace GaussianFiniteDifferenceKinetic

noncomputable section

/-- The s Gaussian `(2a/π)^(1/4) exp(-a x²)` on the line, for an exponent `a > 0`. -/
def sGaussian (a x : ℝ) : ℝ :=
  (2 * a / Real.pi) ^ (1 / 4 : ℝ) * Real.exp (-a * x ^ 2)
```

`sGaussian` is the one-dimensional function, with exponent 1/4 in its prefactor. The s Gaussian of quantum chemistry is a product of three such factors, one for each coordinate.

```lean
/-- For a normalised, twice differentiable real orbital `f` with `f f″` integrable, the expectation
value of `-½ d²/dx²`, in atomic units. -/
def kineticEnergy (f : ℝ → ℝ) : ℝ :=
  -(1 / 2) * ∫ x, f x * deriv (deriv f) x
```

`kineticEnergy` takes any real function and uses Lean's `deriv` twice. It doesn't divide by the norm; g is normalised and smooth, as the docstring requires.

```lean
/-- Half the integral of the squared forward difference quotient of `f`, for a step `h ≠ 0`. -/
def differenceKinetic (f : ℝ → ℝ) (h : ℝ) : ℝ :=
  1 / 2 * ∫ x, ((f (x + h) - f x) / h) ^ 2
```

`differenceKinetic` likewise takes any function and any step.

Expanding the square and shifting x shows that T_h is also the expectation value of −½ times the three-point second difference. The result therefore bears on real-space grid methods in electronic structure that use this second difference, for one electron in a single one-dimensional Gaussian; higher-order difference formulas have a different error. An actual grid calculation also replaces the integral by a finite sum over grid points, which brings an error of its own, and it usually solves for the orbital on the grid instead of taking it as given.

## a > 0: the orbital decays and can be normalised

Physically, a > 0 says that the electron is localised in a region of width about 1/√a. By hand, the condition enters wherever a Gaussian integral converges. Completing the square,

(x+h)² + x² = 2(x + h/2)² + h²/2

gives the Gaussian product rule

g(x+h) g(x) = exp(−ah²/2) · √(2a/π) exp(−2a(x + h/2)²)

```lean
/-- Gaussian product rule: for `a > 0`, the product of an s Gaussian and its translate is
a Gaussian of exponent `2a` centred midway, times `exp(-a h²/2)`. -/
theorem gaussian_product {a : ℝ} (ha : 0 < a) (x h : ℝ) :
    sGaussian a (x + h) * sGaussian a x = Real.exp (-a * h ^ 2 / 2) *
      (Real.sqrt (2 * a / Real.pi) * Real.exp (-(2 * a) * (x + h / 2) ^ 2)) := by
  have c2 : (2 * a / Real.pi) ^ (1 / 4 : ℝ) * (2 * a / Real.pi) ^ (1 / 4 : ℝ)
      = Real.sqrt (2 * a / Real.pi) := by
    rw [← Real.rpow_add (by positivity), Real.sqrt_eq_rpow]
    norm_num
  -- complete the square in the exponent
  have e : Real.exp (-a * (x + h) ^ 2) * Real.exp (-a * x ^ 2)
      = Real.exp (-a * h ^ 2 / 2) * Real.exp (-(2 * a) * (x + h / 2) ^ 2) := by
    rw [← Real.exp_add, ← Real.exp_add]
    congr 1
    ring
  unfold sGaussian
  linear_combination Real.exp (-a * (x + h) ^ 2) * Real.exp (-a * x ^ 2) * c2
    + Real.sqrt (2 * a / Real.pi) * e
```

In the proof, `c2` uses the positivity of the base to merge the two quarter powers into a square root, and `e` completes the square. Here h may be any real number.

Since ∫ exp(−2ay²) dy = √(π/(2a)), the overlap of g with its translate is

∫ g(x+h) g(x) dx = exp(−ah²/2)

and h = 0 gives ∫ g² dx = 1.

```lean
/-- For `a > 0`, the product of an s Gaussian and its translate is integrable, and their
overlap is `exp(-a h²/2)`. -/
theorem translated_overlap {a : ℝ} (ha : 0 < a) (h : ℝ) :
    Integrable (fun x => sGaussian a (x + h) * sGaussian a x) ∧
      ∫ x, sGaussian a (x + h) * sGaussian a x = Real.exp (-a * h ^ 2 / 2) := by
  have hb : 0 < 2 * a := by positivity
  simp only [gaussian_product ha]
  constructor
  · exact (((integrable_exp_neg_mul_sq hb).comp_add_right (h / 2)).const_mul _).const_mul _
  · have t : ∫ x : ℝ, Real.exp (-(2 * a) * (x + h / 2) ^ 2)
        = ∫ x : ℝ, Real.exp (-(2 * a) * x ^ 2) :=
      integral_add_right_eq_self (fun x : ℝ => Real.exp (-(2 * a) * x ^ 2)) (h / 2)
    have s : Real.sqrt (2 * a / Real.pi) * Real.sqrt (Real.pi / (2 * a)) = 1 := by
      have u : 2 * a / Real.pi * (Real.pi / (2 * a)) = 1 := by
        have := Real.pi_ne_zero
        field_simp
      rw [← Real.sqrt_mul (by positivity), u, Real.sqrt_one]
    rw [integral_const_mul, integral_const_mul, t, integral_gaussian, s, mul_one]
```

The theorem gives integrability along with the value, because later steps split integrals into sums. `integral_add_right_eq_self` moves the centre to the origin, and `integral_gaussian` evaluates what remains.

Expanding the squared difference gives two norms and a cross term:

∫ (g(x+h) − g(x))² dx = 1 + 1 − 2 exp(−ah²/2)

```lean
/-- For `a > 0`, the squared difference between an s Gaussian and its translate by `h`
integrates to `2(1 - exp(-a h²/2))`. -/
theorem integral_sq_difference {a : ℝ} (ha : 0 < a) (h : ℝ) :
    ∫ x, (sGaussian a (x + h) - sGaussian a x) ^ 2
      = 2 * (1 - Real.exp (-a * h ^ 2 / 2)) := by
  obtain ⟨h2, n2⟩ := translated_overlap ha h
  have h0 : Integrable (fun x => sGaussian a x * sGaussian a x) := by
    simpa using (translated_overlap ha 0).1
  have n0 : ∫ x, sGaussian a x * sGaussian a x = 1 := by
    simpa using (translated_overlap ha 0).2
  -- translation changes neither integrability nor the norm
  have h1 : Integrable (fun x => sGaussian a (x + h) * sGaussian a (x + h)) :=
    h0.comp_add_right h
  have n1 : ∫ x, sGaussian a (x + h) * sGaussian a (x + h) = 1 :=
    (integral_add_right_eq_self (fun x => sGaussian a x * sGaussian a x) h).trans n0
  have h3 : Integrable (fun x => sGaussian a (x + h) * sGaussian a (x + h)
      + sGaussian a x * sGaussian a x) := h1.add h0
  have e : (fun x => (sGaussian a (x + h) - sGaussian a x) ^ 2)
      = fun x => (sGaussian a (x + h) * sGaussian a (x + h) + sGaussian a x * sGaussian a x)
        - 2 * (sGaussian a (x + h) * sGaussian a x) := by
    funext x
    ring
  rw [e, integral_sub h3 (h2.const_mul 2), integral_add h1 h0, integral_const_mul, n0, n1, n2]
  ring
```

Here `n0` and `n1` are the norms of the orbital and of its translate, and `n2` is the overlap.

For the exact energy, differentiate twice:

g′ = −2ax g

g″ = (−2a + 4a²x²) g

Then separate off a total derivative:

(x g²)′ = g² − 4ax² g²

g g″ = −a (x g²)′ − a g²

The function x g² vanishes at both ends, so the first term integrates to zero. Hence ∫ g g″ dx = −a and T = a/2.

```lean
/-- The exact kinetic energy of the s Gaussian with exponent `a > 0` is `a/2`. -/
theorem kineticEnergy_sGaussian {a : ℝ} (ha : 0 < a) :
    kineticEnergy (sGaussian a) = a / 2 := by
  have hb : 0 < 2 * a := by positivity
  have hg : ∀ x, HasDerivAt (sGaussian a) (-2 * a * x * sGaussian a x) x := by
    intro x
    have p : HasDerivAt (fun y : ℝ => -a * y ^ 2) (-a * (2 * x)) x :=
      ((hasDerivAt_pow 2 x).const_mul (-a)).congr_deriv (by norm_num)
    have key := p.exp.const_mul ((2 * a / Real.pi) ^ (1 / 4 : ℝ))
    exact key.congr_deriv (by unfold sGaussian; ring)
  have d1 : deriv (sGaussian a) = fun x => -2 * a * x * sGaussian a x :=
    funext fun x => (hg x).deriv
  have d2 : ∀ x, deriv (fun y => -2 * a * y * sGaussian a y) x
      = -2 * a * sGaussian a x + 4 * a ^ 2 * x ^ 2 * sGaussian a x := by
    intro x
    have k := ((hasDerivAt_id' x).const_mul (-2 * a)).fun_mul (hg x)
    exact (k.congr_deriv (by ring)).deriv
  have sq : ∀ x, sGaussian a x * sGaussian a x
      = Real.sqrt (2 * a / Real.pi) * Real.exp (-(2 * a) * x ^ 2) := by
    intro x
    simpa using gaussian_product ha x 0
  have i0 : Integrable (fun x => sGaussian a x * sGaussian a x) := by
    simpa using (translated_overlap ha 0).1
  have n0 : ∫ x, sGaussian a x * sGaussian a x = 1 := by
    simpa using (translated_overlap ha 0).2
  have i1 : Integrable (fun x => x * (sGaussian a x * sGaussian a x)) := by
    refine ((integrable_mul_exp_neg_mul_sq hb).const_mul
      (Real.sqrt (2 * a / Real.pi))).congr (Eventually.of_forall fun x => ?_)
    simp only [sq]
    ring
  have i2 : Integrable (fun x => 4 * a * (x ^ 2 * (sGaussian a x * sGaussian a x))) := by
    have m : Integrable (fun x : ℝ => x ^ 2 * Real.exp (-(2 * a) * x ^ 2)) := by
      simpa using integrable_rpow_mul_exp_neg_mul_sq hb (s := 2) (by norm_num)
    refine (m.const_mul (4 * a * Real.sqrt (2 * a / Real.pi))).congr
      (Eventually.of_forall fun x => ?_)
    simp only [sq]
    ring
  have i3 : Integrable (fun x => sGaussian a x * sGaussian a x
      - 4 * a * (x ^ 2 * (sGaussian a x * sGaussian a x))) := i0.sub i2
  -- the total derivative of x g² integrates to zero
  have z : ∫ x, (sGaussian a x * sGaussian a x
      - 4 * a * (x ^ 2 * (sGaussian a x * sGaussian a x))) = 0 := by
    refine integral_eq_zero_of_hasDerivAt_of_integrable (fun x => ?_) i3 i1
    exact ((hasDerivAt_id' x).fun_mul ((hg x).fun_mul (hg x))).congr_deriv (by ring)
  have e : (fun x => sGaussian a x * deriv (deriv (sGaussian a)) x)
      = fun x => -a * (sGaussian a x * sGaussian a x
        - 4 * a * (x ^ 2 * (sGaussian a x * sGaussian a x)))
        - a * (sGaussian a x * sGaussian a x) := by
    funext x
    rw [d1, d2]
    ring
  unfold kineticEnergy
  rw [e, integral_sub (i3.const_mul (-a)) (i0.const_mul a), integral_const_mul,
    integral_const_mul, z, n0]
  ring
```

The derivatives are `hg`, `d1` and `d2`. The step `z` removes the total derivative. In place of boundary values it uses the integrability of x g² and of its derivative, `i1` and `i3`, which again rests on a > 0.

For a < 0 the orbital grows without bound and has no finite norm. The boundary case a = 0 is a small counter-example: the prefactor vanishes, g is the zero function, and T = T_h = 0. The unit norm and the strict inequality T_h < T both fail, so neither extends to a ≥ 0.

## t ≥ 0: the exponential lies between two Taylor polynomials

As a fraction of T, the deficit T − T_h depends only on the dimensionless number t = ah²/2, which compares the squared step with the squared width of the orbital. It is nonnegative because a is positive. The bounds needed are

1 − t + t²/2 − t³/6 ≤ exp(−t) ≤ 1 − t + t²/2

For the upper one, take y ≥ 0. Then exp(y) ≥ 1 + y + y²/2, and

(1 − y + y²/2)(1 + y + y²/2) = 1 + y⁴/4 ≥ 1

so exp(−y) ≤ 1/(1 + y + y²/2) ≤ 1 − y + y²/2. For the lower one, let

r(y) = exp(−y) − (1 − y + y²/2 − y³/6)

Then r(0) = 0, and r′(y) = 1 − y + y²/2 − exp(−y) is nonnegative by the upper bound. Hence r(t) ≥ 0.

```lean
/-- For `t ≥ 0`, `exp(-t)` lies between its cubic and quadratic Taylor polynomials. -/
theorem exp_neg_bounds {t : ℝ} (ht : 0 ≤ t) :
    1 - t + t ^ 2 / 2 - t ^ 3 / 6 ≤ Real.exp (-t) ∧ Real.exp (-t) ≤ 1 - t + t ^ 2 / 2 := by
  have upper : ∀ y : ℝ, 0 ≤ y → Real.exp (-y) ≤ 1 - y + y ^ 2 / 2 := by
    intro y hy
    have p : Real.exp (-y) * Real.exp y = 1 := by
      rw [← Real.exp_add]
      simp
    have m := mul_le_mul_of_nonneg_left (Real.quadratic_le_exp_of_nonneg hy)
      (Real.exp_pos (-y)).le
    have c : 0 < 1 + y + y ^ 2 / 2 := by positivity
    refine le_of_mul_le_mul_right ?_ c
    nlinarith [m, p, sq_nonneg (y ^ 2)]
  refine ⟨?_, upper t ht⟩
  -- the remainder has a nonnegative derivative, by the quadratic bound
  have d : ∀ y : ℝ, HasDerivAt
      (fun y : ℝ => Real.exp (-y) - (1 - y + y ^ 2 / 2 - y ^ 3 / 6))
      (1 - y + y ^ 2 / 2 - Real.exp (-y)) y := by
    intro y
    have q := (((hasDerivAt_id' y).const_sub 1).fun_add
      ((hasDerivAt_pow 2 y).div_const 2)).fun_sub ((hasDerivAt_pow 3 y).div_const 6)
    exact ((hasDerivAt_id' y).fun_neg.exp.fun_sub q).congr_deriv (by norm_num; ring)
  have mono := monotoneOn_of_deriv_nonneg (convex_Ici (0 : ℝ))
    (fun y _ => (d y).continuousAt.continuousWithinAt)
    (fun y _ => (d y).differentiableAt.differentiableWithinAt)
    (fun y hy => by
      rw [(d y).deriv]
      linarith [upper y (interior_subset hy)])
  have r := mono (Set.mem_Ici.mpr le_rfl) (Set.mem_Ici.mpr ht) ht
  norm_num at r
  linarith
```

`upper` is the first argument. `d` computes r′, and `mono` turns its sign into monotonicity on [0, ∞). At t = −1 the upper bound would read e ≤ 5/2, which is false, so it doesn't extend to all real t.

## h ≠ 0: a difference quotient needs two distinct points

The step is the spacing between the two points at which the orbital is compared, and it may have either sign. By hand, h ≠ 0 permits the division by h²:

T_h = (1 − exp(−ah²/2))/h² = (1 − exp(−t))/h²

Since t > 0, exp(−t) > 1 − t, and so T_h < t/h² = a/2. The Taylor bounds give

t − t²/2 ≤ 1 − exp(−t) ≤ t − t²/2 + t³/6

Dividing by h² and subtracting from a/2 yields

a²h²/8 − a³h⁴/48 ≤ T − T_h ≤ a²h²/8

```lean
/-- For `a > 0` and a step `h ≠ 0`, the finite-difference kinetic energy of the s Gaussian is
`(1 - exp(-a h²/2))/h²`. It is strictly below the exact value, with a deficit between
`a²h²/8 - a³h⁴/48` and `a²h²/8`. -/
theorem differenceKinetic_sGaussian {a h : ℝ} (ha : 0 < a) (hh : h ≠ 0) :
    differenceKinetic (sGaussian a) h = (1 - Real.exp (-a * h ^ 2 / 2)) / h ^ 2 ∧
    differenceKinetic (sGaussian a) h < kineticEnergy (sGaussian a) ∧
    a ^ 2 * h ^ 2 / 8 - a ^ 3 * h ^ 4 / 48
      ≤ kineticEnergy (sGaussian a) - differenceKinetic (sGaussian a) h ∧
    kineticEnergy (sGaussian a) - differenceKinetic (sGaussian a) h ≤ a ^ 2 * h ^ 2 / 8 := by
  have closed : differenceKinetic (sGaussian a) h
      = (1 - Real.exp (-a * h ^ 2 / 2)) / h ^ 2 := by
    unfold differenceKinetic
    simp only [div_pow]
    rw [integral_div, integral_sq_difference ha]
    ring
  have hp : 0 < h ^ 2 := by positivity
  have ht : 0 < a * h ^ 2 / 2 := by positivity
  have E : -a * h ^ 2 / 2 = -(a * h ^ 2 / 2) := by ring
  obtain ⟨lo, up⟩ := exp_neg_bounds ht.le
  have strict := Real.add_one_lt_exp (neg_ne_zero.mpr ht.ne')
  refine ⟨closed, ?_⟩
  rw [closed, kineticEnergy_sGaussian ha, E]
  refine ⟨?_, ?_, ?_⟩
  · rw [div_lt_iff₀ hp]
    linarith
  · have k : (1 - Real.exp (-(a * h ^ 2 / 2))) / h ^ 2
        ≤ a / 2 - a ^ 2 * h ^ 2 / 8 + a ^ 3 * h ^ 4 / 48 := by
      rw [div_le_iff₀ hp]
      nlinarith [lo]
    linarith
  · have k : a / 2 - a ^ 2 * h ^ 2 / 8
        ≤ (1 - Real.exp (-(a * h ^ 2 / 2))) / h ^ 2 := by
      rw [le_div_iff₀ hp]
      nlinarith [up]
    linarith
```

For every a > 0 and h ≠ 0, the theorem states four things together: the closed form, the strict inequality, and the lower and upper bounds on the deficit. In the proof, `closed` is the first, `strict` supplies exp(−t) > 1 − t, and `lo` and `up` are the Taylor bounds. The lower bound on the deficit is positive only for ah² < 6, whereas the strict inequality holds for every nonzero step.

Dividing by h² once more gives

a²/8 − a³h²/48 ≤ (T − T_h)/h² ≤ a²/8

and both sides tend to a²/8 as h → 0.

```lean
/-- For `a > 0`, the kinetic-energy deficit divided by `h²` tends to `a²/8` as the nonzero
step `h` tends to zero. -/
theorem deficit_limit {a : ℝ} (ha : 0 < a) :
    Tendsto (fun h => (kineticEnergy (sGaussian a) - differenceKinetic (sGaussian a) h) / h ^ 2)
      (𝓝[≠] 0) (𝓝 (a ^ 2 / 8)) := by
  have low : Tendsto (fun h : ℝ => a ^ 2 / 8 - a ^ 3 * h ^ 2 / 48) (𝓝 0) (𝓝 (a ^ 2 / 8)) := by
    have c : Continuous (fun h : ℝ => a ^ 2 / 8 - a ^ 3 * h ^ 2 / 48) := by fun_prop
    simpa using c.tendsto 0
  refine tendsto_of_tendsto_of_tendsto_of_le_of_le' (low.mono_left nhdsWithin_le_nhds)
    tendsto_const_nhds ?_ ?_
  · filter_upwards [self_mem_nhdsWithin] with h hh
    have hne : h ≠ 0 := hh
    rw [le_div_iff₀ (by positivity)]
    linarith [(differenceKinetic_sGaussian ha hne).2.2.1]
  · filter_upwards [self_mem_nhdsWithin] with h hh
    have hne : h ≠ 0 := hh
    rw [div_le_iff₀ (by positivity)]
    linarith [(differenceKinetic_sGaussian ha hne).2.2.2]
```

The filter `𝓝[≠] 0` means that h approaches zero from both sides without being zero. `low` is the limit of the left-hand side, and the two `filter_upwards` blocks supply the inequalities for the squeeze.

The same bounds control Richardson extrapolation, which combines two steps to cancel the h² error. With D(h) = T − T_h,

(4T_h − T_{2h})/3 − T = (D(2h) − 4D(h))/3

The bounds at the two steps are

a²h²/2 − a³h⁴/3 ≤ D(2h) ≤ a²h²/2

a²h²/2 − a³h⁴/12 ≤ 4D(h) ≤ a²h²/2

The error therefore lies between −a³h⁴/9 and a³h⁴/36, and its absolute value is at most a³h⁴/9.

```lean
/-- Richardson extrapolation from steps `h` and `2h`, with `a > 0` and `h ≠ 0`, gives the
kinetic energy of the s Gaussian with an error of at most `a³h⁴/9`. -/
theorem richardson_error {a h : ℝ} (ha : 0 < a) (hh : h ≠ 0) :
    |(4 * differenceKinetic (sGaussian a) h - differenceKinetic (sGaussian a) (2 * h)) / 3
      - kineticEnergy (sGaussian a)| ≤ a ^ 3 * h ^ 4 / 9 := by
  obtain ⟨-, -, l1, u1⟩ := differenceKinetic_sGaussian ha hh
  obtain ⟨-, -, l2, u2⟩ := differenceKinetic_sGaussian ha (mul_ne_zero two_ne_zero hh)
  have p : 0 ≤ a ^ 3 * h ^ 4 := by positivity
  -- the terms of order h² cancel
  rw [abs_le]
  constructor <;> nlinarith [l1, u1, l2, u2, p]

end

end GaussianFiniteDifferenceKinetic
```

The proof takes the deficit bounds at h (`l1`, `u1`) and at 2h (`l2`, `u2`), and `nlinarith` combines them.

At h = 0 the quotient is 0/0, which Lean evaluates to 0. Then T_0 = 0 and the deficit is a/2, while the upper bound a²h²/8 is 0. That bound and the Richardson estimate are thus false if h = 0 is admitted.

```lean
#print axioms GaussianFiniteDifferenceKinetic.differenceKinetic_sGaussian
-- 'GaussianFiniteDifferenceKinetic.differenceKinetic_sGaussian' depends on axioms: [propext, Classical.choice, Quot.sound]
#print axioms GaussianFiniteDifferenceKinetic.deficit_limit
-- 'GaussianFiniteDifferenceKinetic.deficit_limit' depends on axioms: [propext, Classical.choice, Quot.sound]
#print axioms GaussianFiniteDifferenceKinetic.richardson_error
-- 'GaussianFiniteDifferenceKinetic.richardson_error' depends on axioms: [propext, Classical.choice, Quot.sound]
```
